# The naive lattice Dirac operator for free massless fermions is singular at every zone corner, and with a positive Wilson term only at zero momentum

To obtain the propagator of a free lattice fermion, one inverts its Dirac operator momentum by momentum. The momenta at which the inverse fails to exist show how many massless species the discretisation describes. In d dimensions, with lattice spacing 1, the naive operator with a Wilson term added is

D(p) = i Σ_μ sin(p_μ) γ_μ + r Σ_μ (1 − cos p_μ),

where p is the momentum, taken in the Brillouin zone −π < p_μ ≤ π, the γ_μ are Euclidean gamma matrices (Hermitian, squaring to one and mutually anticommuting) and r is the Wilson parameter. For r = 0 the inverse is missing at all 2^d momenta with components 0 or π, and for r > 0 only at p = 0. All 2^d momenta with components 0 or π are called corners here, including p = 0, which is the centre of the zone. The unwanted species of the naive operator at the corners other than p = 0 are called doublers.

## The operator and its momenta

```lean
import Mathlib

open Matrix

namespace WilsonDirac

noncomputable section

variable {d : ℕ} {n : Type*} [Fintype n] [DecidableEq n]
```

The number `d` is the dimension, and directions are labelled by `Fin d`, that is μ = 0, …, d − 1. The type `n` labels the spinor components. It is finite, but its size is left open.

```lean
/-- Euclidean gamma matrices: Hermitian, squaring to one and mutually anticommuting. -/
structure IsGamma (γ : Fin d → Matrix n n ℂ) : Prop where
  herm : ∀ μ, (γ μ).IsHermitian
  sq : ∀ μ, γ μ * γ μ = 1
  anti : ∀ μ ν, μ ≠ ν → γ μ * γ ν + γ ν * γ μ = 0
```

`IsGamma γ` collects three assumptions about a family of complex matrices:

γ_μ† = γ_μ,  γ_μ² = 1,  γ_μ γ_ν + γ_ν γ_μ = 0 for μ ≠ ν.

This is the Euclidean convention, in which every gamma squares to +1.

```lean
/-- The momentum-dependent Wilson mass `r ∑ (1 - cos p_μ)`. -/
def wilsonMass (r : ℝ) (p : Fin d → ℝ) : ℝ := r * ∑ μ, (1 - Real.cos (p μ))
```

The Wilson mass is m(p) = r Σ_μ (1 − cos p_μ). It is the momentum-space form of a second-difference term added to the lattice action, and r sets its strength. It vanishes at p = 0 and, for r ≠ 0, acts as a mass elsewhere in the Brillouin zone.

```lean
/-- The lattice Dirac operator at momentum `p` with Wilson parameter `r`;
`r = 0` is the naive discretisation. -/
def dirac (γ : Fin d → Matrix n n ℂ) (r : ℝ) (p : Fin d → ℝ) : Matrix n n ℂ :=
  Complex.I • (∑ μ, (Real.sin (p μ) : ℂ) • γ μ) + (wilsonMass r p : ℂ) • 1
```

This is D(p) as a matrix. The symbol `•` multiplies a matrix by a number, and `(… : ℂ)` regards a real number as complex. The operator is defined directly in momentum space, without a bare mass or a gauge field, so everything below concerns free fermions.

```lean
/-- The corners of the Brillouin zone: momenta with every component `0` or `π`. -/
def corners (d : ℕ) : Finset (Fin d → ℝ) := Fintype.piFinset fun _ => {0, Real.pi}
```

`corners d` is the finite set of momenta whose components are all 0 or π.

```lean
/-- The chirality factor `∏ cos p_μ` of a momentum. -/
def chirality (p : Fin d → ℝ) : ℝ := ∏ μ, Real.cos (p μ)
```

The chirality factor is χ(p) = ∏_μ cos p_μ. At a corner with j components equal to π it is (−1)^j. The slope of the operator, computed further down, shows why this sign deserves its name in even dimension.

## Where the determinant vanishes

```lean
/-- A linear combination of gamma matrices squares to the sum of its squared coefficients. -/
theorem slash_sq {γ : Fin d → Matrix n n ℂ} (hγ : IsGamma γ) (s : Fin d → ℂ)
    (S : Finset (Fin d)) :
    (∑ μ ∈ S, s μ • γ μ) * (∑ μ ∈ S, s μ • γ μ) = (∑ μ ∈ S, s μ ^ 2) • 1 := by
  induction S using Finset.induction_on with
  | empty => simp
  | insert a S ha ih =>
    rw [Finset.sum_insert ha, Finset.sum_insert ha]
    -- the new gamma anticommutes with the sum of the others
    have h : γ a * (∑ μ ∈ S, s μ • γ μ) + (∑ μ ∈ S, s μ • γ μ) * γ a = 0 := by
      rw [Finset.mul_sum, Finset.sum_mul, ← Finset.sum_add_distrib]
      refine Finset.sum_eq_zero fun ν hν => ?_
      have hne : a ≠ ν := fun e => ha (e ▸ hν)
      rw [mul_smul_comm, smul_mul_assoc, ← smul_add, hγ.anti a ν hne, smul_zero]
    generalize (∑ μ ∈ S, s μ • γ μ) = B at h ih ⊢
    calc (s a • γ a + B) * (s a • γ a + B)
        = (s a ^ 2) • (γ a * γ a) + s a • (γ a * B + B * γ a) + B * B := by
          simp only [add_mul, mul_add, smul_mul_assoc, mul_smul_comm, smul_add, smul_smul,
            pow_two]
          abel
      _ = _ := by rw [hγ.sq, h, ih, smul_zero, add_zero, ← add_smul]
```

A theorem in Lean lists its hypotheses, then its statement after the colon, then a proof after `:=`. This one says that for complex numbers s_μ and any set S of directions,

(Σ_{μ∈S} s_μ γ_μ)² = Σ_{μ∈S} s_μ² · 1.

By hand, add one direction a at a time. If B is the sum over the directions already treated, then

(s_a γ_a + B)² = s_a² γ_a² + s_a (γ_a B + B γ_a) + B².

The first term is s_a², the bracket vanishes because γ_a anticommutes with every term of B, and B² is known from the previous step. The proof is this induction: `h` is the vanishing bracket, `ih` is the previous step, and `calc` displays the expansion.

```lean
/-- `D†D` is the number `∑ sin² p_μ + (r ∑ (1 - cos p_μ))²` times the identity. -/
theorem dirac_conjTranspose_mul_self {γ : Fin d → Matrix n n ℂ} (hγ : IsGamma γ)
    (r : ℝ) (p : Fin d → ℝ) :
    (dirac γ r p)ᴴ * dirac γ r p =
      ((∑ μ, Real.sin (p μ) ^ 2 + wilsonMass r p ^ 2 : ℝ) : ℂ) • 1 := by
  have hA : (∑ μ, (Real.sin (p μ) : ℂ) • γ μ)ᴴ = ∑ μ, (Real.sin (p μ) : ℂ) • γ μ := by
    rw [Matrix.conjTranspose_sum]
    refine Finset.sum_congr rfl fun μ _ => ?_
    rw [Matrix.conjTranspose_smul, (hγ.herm μ).eq, Complex.star_def, Complex.conj_ofReal]
  have hsq := slash_sq hγ (fun μ => (Real.sin (p μ) : ℂ)) Finset.univ
  unfold dirac
  rw [Matrix.conjTranspose_add, Matrix.conjTranspose_smul, Matrix.conjTranspose_smul, hA,
    Matrix.conjTranspose_one, Complex.star_def, Complex.conj_I,
    Complex.conj_ofReal, Complex.ofReal_add, Complex.ofReal_sum]
  simp only [Complex.ofReal_pow]
  rw [add_smul, ← hsq]
  generalize (∑ μ, (Real.sin (p μ) : ℂ) • γ μ) = A
  -- the cross terms cancel because the kinetic part is anti-Hermitian
  simp only [add_mul, mul_add, smul_mul_assoc, mul_smul_comm, one_mul, mul_one]
  linear_combination (norm := module) (-Complex.I_mul_I) • (A * A)
```

The superscript `ᴴ` is the Hermitian conjugate. Write A = Σ_μ sin(p_μ) γ_μ, which is Hermitian because the sines are real. Then D = iA + m and D† = −iA + m, so

D†D = A² − imA + imA + m² = Σ_μ sin²(p_μ) + m(p)²,

times the identity. In the code, `hA` is the Hermiticity of A and `hsq` is the previous theorem applied to the sines. The last line finishes the algebra using −i·i = 1.

```lean
/-- The lattice Dirac operator is singular exactly when all sines and the Wilson mass vanish. -/
theorem det_dirac_eq_zero_iff [Nonempty n] {γ : Fin d → Matrix n n ℂ} (hγ : IsGamma γ)
    (r : ℝ) (p : Fin d → ℝ) :
    (dirac γ r p).det = 0 ↔ (∀ μ, Real.sin (p μ) = 0) ∧ wilsonMass r p = 0 := by
  have h := congrArg Matrix.det (dirac_conjTranspose_mul_self hγ r p)
  rw [Matrix.det_mul, Matrix.det_conjTranspose, Matrix.det_smul, Matrix.det_one, mul_one] at h
  have key : (dirac γ r p).det = 0 ↔
      ∑ μ, Real.sin (p μ) ^ 2 + wilsonMass r p ^ 2 = 0 := by
    constructor
    · intro h0
      rw [h0, mul_zero] at h
      exact Complex.ofReal_eq_zero.1 ((pow_eq_zero_iff Fintype.card_ne_zero).1 h.symm)
    · intro h0
      rw [h0, Complex.ofReal_zero, zero_pow Fintype.card_ne_zero] at h
      rcases mul_eq_zero.1 h with h | h
      · exact star_eq_zero.1 h
      · exact h
  rw [key, add_eq_zero_iff_of_nonneg (Finset.sum_nonneg fun μ _ => sq_nonneg _) (sq_nonneg _),
    Finset.sum_eq_zero_iff_of_nonneg fun μ _ => sq_nonneg _]
  simp
```

The statement reads: det D(p) = 0 if and only if every sin p_μ vanishes and m(p) = 0. Let N be the number of spinor components and c(p) = Σ_μ sin²(p_μ) + m(p)². Taking determinants of D†D = c(p)·1 gives

|det D(p)|² = c(p)^N.

`[Nonempty n]` says that N ≥ 1, so the determinant vanishes exactly when c(p) does. This equivalence is `key`. A sum of squares of real numbers is zero only if each term is zero, which is the final rewriting step.

```lean
/-- In the Brillouin zone the naive operator is singular exactly at the corners, and the
Wilson operator with `r > 0` exactly at zero momentum. -/
theorem doublers_and_their_removal [Nonempty n] {γ : Fin d → Matrix n n ℂ} (hγ : IsGamma γ)
    (p : Fin d → ℝ) (hp : ∀ μ, p μ ∈ Set.Ioc (-Real.pi) Real.pi) :
    ((dirac γ 0 p).det = 0 ↔ p ∈ corners d) ∧
      ∀ r : ℝ, 0 < r → ((dirac γ r p).det = 0 ↔ p = 0) := by
  constructor
  · rw [det_dirac_eq_zero_iff hγ]
    simp only [wilsonMass, zero_mul, and_true, corners, Fintype.mem_piFinset,
      Finset.mem_insert, Finset.mem_singleton]
    refine forall_congr' fun μ => ⟨fun h => ?_, fun h => ?_⟩
    · rcases lt_or_eq_of_le (hp μ).2 with hlt | heq
      · exact Or.inl ((Real.sin_eq_zero_iff_of_lt_of_lt (hp μ).1 hlt).1 h)
      · exact Or.inr heq
    · rcases h with h | h <;> simp [h]
  · intro r hr
    rw [det_dirac_eq_zero_iff hγ]
    constructor
    · rintro ⟨-, hm⟩
      -- a vanishing sum of the nonnegative terms 1 - cos forces each cosine to be one
      have hs := (mul_eq_zero.1 hm).resolve_left hr.ne'
      rw [Finset.sum_eq_zero_iff_of_nonneg
        fun μ _ => sub_nonneg.2 (Real.cos_le_one (p μ))] at hs
      funext μ
      have hc : Real.cos (p μ) = 1 := by linarith [hs μ (Finset.mem_univ μ)]
      exact (Real.cos_eq_one_iff_of_lt_of_lt (by linarith [(hp μ).1, Real.pi_pos])
        (by linarith [(hp μ).2, Real.pi_pos])).1 hc
    · rintro rfl
      simp [wilsonMass]
```

The hypothesis `hp` places each component in the interval −π < p_μ ≤ π, which counts each zone boundary point once. The conclusion joins two statements with `∧`.

For r = 0 the Wilson mass is absent, so the condition is sin p_μ = 0 for every μ. In this interval that means p_μ = 0 or p_μ = π, hence p is a corner. The proof treats p_μ < π and p_μ = π separately.

For r > 0 the mass must vanish too. Dividing by r leaves

Σ_μ (1 − cos p_μ) = 0.

No term is negative, so every cosine equals 1, and within the zone this forces p_μ = 0. Conversely, at p = 0 all sines and the mass vanish. The mass condition alone therefore selects zero momentum, and the proof discards the sine condition with the dash in `⟨-, hm⟩`.

## Masses and signs at the corners

```lean
omit [Fintype n] in
/-- At a corner with `j` components equal to `π` the operator is `2 r j` times the identity. -/
theorem dirac_corner (γ : Fin d → Matrix n n ℂ) (r : ℝ) {p : Fin d → ℝ}
    (hp : p ∈ corners d) :
    dirac γ r p =
      ((2 * r * (Finset.univ.filter fun μ => p μ = Real.pi).card : ℝ) : ℂ) • 1 := by
  simp only [corners, Fintype.mem_piFinset, Finset.mem_insert, Finset.mem_singleton] at hp
  have hs : ∀ μ, Real.sin (p μ) = 0 := fun μ => by
    rcases hp μ with h | h <;> simp [h]
  have hm : wilsonMass r p =
      2 * r * (Finset.univ.filter fun μ => p μ = Real.pi).card := by
    rw [wilsonMass, Finset.card_filter, Nat.cast_sum, Finset.mul_sum, Finset.mul_sum]
    refine Finset.sum_congr rfl fun μ _ => ?_
    rcases hp μ with h | h
    · simp [h, Real.pi_ne_zero.symm]
    · rw [h, Real.cos_pi, if_pos rfl, Nat.cast_one]
      ring
  simp [dirac, hs, hm]
```

At a corner every sine vanishes. Each component equal to 0 contributes 1 − cos 0 = 0 to the sum in the Wilson mass, and each component equal to π contributes 1 − cos π = 2. With j components equal to π,

D(p) = 2rj · 1.

The `filter … card` expression is j. In the proof, `hs` records the vanishing sines and `hm` adds up the mass. The gamma relations are not needed here, since the gammas drop out.

```lean
omit [Fintype n] in
/-- The slope of the naive operator at `p` in direction `k`, entry by entry, is
`i ∑ k_μ γ'_μ` with `γ'_μ = cos(p_μ) γ_μ`. -/
theorem naive_slope (γ : Fin d → Matrix n n ℂ) (p k : Fin d → ℝ) (a b : n) :
    HasDerivAt (fun t : ℝ => dirac γ 0 (fun μ => p μ + t * k μ) a b)
      (Complex.I * ∑ μ, (k μ : ℂ) * ((Real.cos (p μ) : ℂ) • γ μ) a b) 0 := by
  have h : ∀ μ, HasDerivAt (fun t : ℝ => (Real.sin (p μ + t * k μ) : ℂ) * γ μ a b)
      ((k μ : ℂ) * ((Real.cos (p μ) : ℂ) • γ μ) a b) 0 := fun μ => by
    have h1 : HasDerivAt (fun t : ℝ => p μ + t * k μ) (k μ) 0 := by
      simpa using ((hasDerivAt_id (0 : ℝ)).mul_const (k μ)).const_add (p μ)
    refine (h1.sin.ofReal_comp.mul_const (γ μ a b)).congr_deriv ?_
    rw [Matrix.smul_apply, smul_eq_mul, zero_mul, add_zero, Complex.ofReal_mul]
    ring
  have hsum := (HasDerivAt.fun_sum fun μ (_ : μ ∈ Finset.univ) => h μ).const_mul Complex.I
  have hf : (fun t : ℝ => dirac γ 0 (fun μ => p μ + t * k μ) a b) =
      fun t : ℝ => Complex.I * ∑ μ, (Real.sin (p μ + t * k μ) : ℂ) * γ μ a b := by
    funext t
    simp [dirac, wilsonMass, Matrix.sum_apply]
  rw [hf]
  exact hsum
```

`HasDerivAt f f' 0` says that f has derivative f' at 0. Here the naive operator is followed along p + tk for a fixed direction k, one matrix entry (a, b) at a time. Since the derivative of sin(p_μ + t k_μ) at t = 0 is k_μ cos p_μ,

d/dt D(p + tk) at t = 0 equals i Σ_μ k_μ γ′_μ, with γ′_μ = cos(p_μ) γ_μ.

At a corner the cosines are ±1 and D itself vanishes for r = 0, so to first order the operator near that corner is a continuum Dirac operator in which γ_μ is reversed in sign for each component p_μ = π. The proof differentiates each term in `h` and then sums them.

```lean
/-- The ordered product of the matrices `cos(p_μ) γ_μ` is the chirality factor times the
ordered product of the `γ_μ`. -/
theorem prod_slope_gammas {d : ℕ} (γ : Fin d → Matrix n n ℂ) (p : Fin d → ℝ) :
    (List.ofFn fun μ => (Real.cos (p μ) : ℂ) • γ μ).prod =
      (chirality p : ℂ) • (List.ofFn γ).prod := by
  induction d with
  | zero => simp [chirality]
  | succ d ih =>
    have h := ih (fun μ => γ μ.succ) (fun μ => p μ.succ)
    simp only [chirality] at h
    simp only [List.ofFn_succ, List.prod_cons, chirality, Fin.prod_univ_succ,
      Complex.ofReal_mul]
    rw [h, smul_mul_smul_comm]
```

Matrices do not commute, so the product is taken over an ordered list, which `List.ofFn` builds. The statement is

γ′_0 γ′_1 ⋯ γ′_{d−1} = χ(p) γ_0 γ_1 ⋯ γ_{d−1}.

By hand, pull the numbers cos p_μ out of the product. The proof does so by induction on d, splitting off the first factor each time. In even dimension the ordered product is, up to a phase, the chirality matrix (γ₅ in four dimensions), so at a corner with χ = −1 the doubler's chirality matrix has the opposite sign: a spinor that is right-handed at p = 0 counts as left-handed there. In odd dimension the product commutes with all the gammas, so it is not a chirality matrix, and χ gives the relative sign of the two products.

```lean
/-- In dimension `d ≥ 1` there are `2^d` corners, and their chirality factors sum to zero. -/
theorem corners_card_and_chirality_sum (hd : 1 ≤ d) :
    (corners d).card = 2 ^ d ∧ ∑ p ∈ corners d, chirality p = 0 := by
  constructor
  · simp [corners, Fintype.card_piFinset, Finset.card_pair Real.pi_ne_zero.symm]
  · -- the sum over corners factorises into one factor cos 0 + cos π per direction
    have h := Finset.prod_univ_sum (t := fun _ : Fin d => ({0, Real.pi} : Finset ℝ))
      (f := fun _ x => Real.cos x)
    unfold corners chirality
    rw [← h]
    refine Finset.prod_eq_zero (Finset.mem_univ (⟨0, hd⟩ : Fin d)) ?_
    rw [Finset.sum_pair Real.pi_ne_zero.symm]
    simp
```

Each component of a corner has two possible values, which gives 2^d corners. For the chirality factors, the sum over corners factorises:

Σ_{corners} ∏_μ cos p_μ = ∏_μ (cos 0 + cos π) = 0.

`Finset.prod_univ_sum` supplies the factorisation. One vanishing factor is enough, and the proof uses direction 0, which exists because d ≥ 1. For d = 0 the product is empty and the sum would be 1.

## Pauli matrices as an explicit case

```lean
/-- The three Pauli matrices. -/
def pauli : Fin 3 → Matrix (Fin 2) (Fin 2) ℂ :=
  ![!![0, 1; 1, 0], !![0, -Complex.I; Complex.I, 0], !![1, 0; 0, -1]]
```

These are σ_x, σ_y and σ_z, labelled 0, 1 and 2, with rows separated by semicolons.

```lean
/-- The Pauli matrices are Euclidean gamma matrices in three dimensions. -/
theorem isGamma_witness : IsGamma pauli where
  herm μ := by
    refine Matrix.IsHermitian.ext fun i j => ?_
    fin_cases μ <;> fin_cases i <;> fin_cases j <;> simp [pauli]
  sq μ := by
    ext i j
    fin_cases μ <;> fin_cases i <;> fin_cases j <;>
      simp [pauli, Matrix.mul_apply, Fin.sum_univ_succ]
  anti μ ν h := by
    ext i j
    fin_cases μ <;> fin_cases ν <;> fin_cases i <;> fin_cases j <;>
      simp [pauli] at h ⊢

end

end WilsonDirac
```

The Pauli matrices satisfy all three conditions of `IsGamma`, so the theorems apply to them with d = 3 and N = 2. The proof checks every matrix entry: `fin_cases` runs through the index values and `simp` does the arithmetic.

For a numerical instance, take r = 1 and p = (π/2, 0, π). The sines are 1, 0, 0 and the Wilson mass is 1 + 0 + 2 = 3, so

D = 3 + iσ_x, with rows (3, i) and (i, 3).

Its determinant is 9 − i² = 10. This agrees with D†D = (1² + 3²) · 1 = 10 · 1, which requires |det D|² = 10². At the corner (0, 0, π) the naive operator is zero, while the Wilson operator is 2 · 1. The eight corners contain 1, 3, 3 and 1 momenta with j = 0, 1, 2 and 3, and their chirality factors add up to 1 − 3 + 3 − 1 = 0.

```lean
#print axioms WilsonDirac.det_dirac_eq_zero_iff
-- 'WilsonDirac.det_dirac_eq_zero_iff' depends on axioms: [propext, Classical.choice, Quot.sound]
#print axioms WilsonDirac.doublers_and_their_removal
-- 'WilsonDirac.doublers_and_their_removal' depends on axioms: [propext, Classical.choice, Quot.sound]
#print axioms WilsonDirac.prod_slope_gammas
-- 'WilsonDirac.prod_slope_gammas' depends on axioms: [propext, Classical.choice, Quot.sound]
#print axioms WilsonDirac.corners_card_and_chirality_sum
-- 'WilsonDirac.corners_card_and_chirality_sum' depends on axioms: [propext, Classical.choice, Quot.sound]
```
